# Transfer operators of the isotropic oscillator: gl(d) relations and squared angular momentum

A particle in an isotropic harmonic well has states with two quanta and angular momentum 0, and others with two quanta and angular momentum 2. They have the same energy, yet no rotation turns one kind into the other. Which operators connect them without changing the energy, and how is the squared angular momentum related to the number of quanta?

## Moving one quantum between axes

Take d modes with annihilation operators a_i and creation operators b_i. The a_i commute among themselves, as do the b_i, and

a_i b_j − b_j a_i = δ_ij.

The operator E_ij = b_i a_j moves one quantum from mode j to mode i, and N = Σ_i E_ii counts the quanta. Replacing a_j b_k by b_k a_j + δ_jk gives

E_ij E_kl = b_i b_k a_j a_l + δ_jk E_il.

In the opposite order,

E_kl E_ij = b_k b_i a_l a_j + δ_li E_kj.

The quartic terms are equal, so subtraction leaves the relations of gl(d):

[E_ij, E_kl] = δ_jk E_il − δ_li E_kj.

Setting j = i and summing over i gives [N, E_kl] = E_kl − E_kl = 0. With ħ = 1, the Hamiltonian is

H = (ω/2) Σ_i (b_i a_i + a_i b_i) = ω(N + d/2),

because a_i b_i = b_i a_i + 1. Every E_kl therefore commutes with H.

Normal ordering also gives

E_ij E_ji = b_i b_j a_j a_i + E_ii,
E_ii E_jj = b_i b_j a_i a_j + δ_ij E_ij.

Eliminating the quartic term and summing over i and j yields the quadratic Casimir operator:

Σ_ij E_ij E_ji = N² + dN − N = N² + (d − 1)N.

## From transfers to angular momentum

Write I for the imaginary unit, and let x_i = (b_i + a_i)/√2 and p_i = I(b_i − a_i)/√2. For i ≠ j, the products b_i b_j and a_i a_j cancel in L_ij = x_i p_j − x_j p_i, leaving

L_ij = (I/2)(−b_i a_j + a_i b_j + b_j a_i − a_j b_i) = −I(E_ij − E_ji).

For i = j both sides vanish. Squaring gives

L_ij² = E_ij E_ji + E_ji E_ij − E_ij² − E_ji².

Write c·c for Σ_i c_i². Normal ordering gives

Σ_ij E_ij² = (b·b)(a·a) + N.

Define L² = ½ Σ_ij L_ij², where the half counts each plane once. The Casimir identity then gives

L² = N² + (d − 1)N − (b·b)(a·a) − N
 = N² + (d − 2)N − (b·b)(a·a).

For d = 3 this is N(N + 1) − (b·b)(a·a). If Nv = nv and (a·a)v = 0, then L²v = n(n + 1)v.

## The commutators as hypotheses in Lean

The operators are elements of a ring `A`, and the modes are labelled by a type `ι`.

```lean
import Mathlib

open Finset

namespace IsotropicOscillatorSymmetry

noncomputable section

variable {A ι : Type*} [Ring A] [DecidableEq ι]
```

`BosonModes a b` collects the three canonical relations, with the `if` expression as δ_ij. They are assumed, and stand for independent bosonic degrees of freedom. There is no inner product, and `b i` is not required to be the adjoint of `a i`, so the results are algebraic identities. With at least one mode, truncated ladder matrices do not satisfy the hypothesis: a commutator of finite matrices has trace zero, while the identity does not.

```lean
/-- Annihilation operators `a i` and creation operators `b i` obeying the canonical
commutation relations. -/
structure BosonModes (a b : ι → A) : Prop where
  aa : ∀ i j, a i * a j = a j * a i
  bb : ∀ i j, b i * b j = b j * b i
  ab : ∀ i j, a i * b j - b j * a i = if i = j then 1 else 0
```

`transfer a b i j` is E_ij.

```lean
/-- The operator `E_ij = b_i a_j`, which moves one quantum from mode `j` to mode `i`. -/
def transfer (a b : ι → A) (i j : ι) : A := b i * a j
```

The next proof isolates the two middle factors a_j b_k, replaces their product by its normally ordered form, and treats the cases j = k and j ≠ k.

```lean
/-- Normal ordering of a product of two transfer operators. -/
theorem transfer_mul_transfer {a b : ι → A} (h : BosonModes a b) (i j k l : ι) :
    transfer a b i j * transfer a b k l =
      b i * b k * (a j * a l) + if j = k then transfer a b i l else 0 := by
  have e : a j * b k = b k * a j + if j = k then 1 else 0 :=
    sub_eq_iff_eq_add'.mp (h.ab j k)
  have r : transfer a b i j * transfer a b k l = b i * (a j * b k) * a l := by
    simp only [transfer, mul_assoc]
  rw [r, e]
  split_ifs <;> simp only [transfer, mul_add, add_mul, mul_one, mul_zero, zero_mul, mul_assoc]
```

Using this result in both orders gives the commutator. The rewrites with `h.bb` and `h.aa` make the quartic terms identical, and `abel` cancels them.

```lean
/-- The transfer operators obey the commutation relations of `gl(d)`, where `d` is the
number of modes; three modes give `gl(3)`. -/
theorem gl_relations {a b : ι → A} (h : BosonModes a b) (i j k l : ι) :
    transfer a b i j * transfer a b k l - transfer a b k l * transfer a b i j =
      (if j = k then transfer a b i l else 0) - (if l = i then transfer a b k j else 0) := by
  -- the quartic terms agree because creators commute and annihilators commute
  rw [transfer_mul_transfer h i j k l, transfer_mul_transfer h k l i j, h.bb k i, h.aa l j]
  abel
```

From here on the number of modes is finite, so N can be defined as a sum.

```lean
variable [Fintype ι]

/-- The total number of quanta, `N = ∑ b_i a_i`. -/
def number (a b : ι → A) : A := ∑ i, transfer a b i i
```

`pair a` is a·a, which removes two quanta, and `pair b` is b·b, which adds two.

```lean
/-- The sum of squares `c · c = ∑ c_i²` of a family of operators. -/
def pair (c : ι → A) : A := ∑ i, c i * c i
```

Conservation of N follows by summing the commutators of E_ii with E_kl, as in the calculation above.

```lean
/-- Every transfer operator conserves the total number of quanta. -/
theorem number_comm_transfer {a b : ι → A} (h : BosonModes a b) (k l : ι) :
    number a b * transfer a b k l = transfer a b k l * number a b := by
  apply sub_eq_zero.mp
  rw [number, Finset.sum_mul, Finset.mul_sum, ← Finset.sum_sub_distrib,
    Finset.sum_congr rfl (fun i _ => gl_relations h i i k l)]
  simp [Finset.sum_sub_distrib]
```

## Energy and the Casimir operator

Complex scalars now act on `A`. The frequency `ω` is any real number, common to all modes; this equality of frequencies is the isotropy.

```lean
variable [Algebra ℂ A]

/-- The isotropic oscillator Hamiltonian in symmetrised form, with `ħ = 1`. -/
def hamiltonian (ω : ℝ) (a b : ι → A) : A :=
  ((ω : ℂ) / 2) • ∑ i, (b i * a i + a i * b i)
```

In the proof, `e` rewrites each symmetrised term as 2E_ii + 1, and `hH` obtains H = ω(N + d/2). The zero-point term is a scalar, so conservation of N finishes the argument.

```lean
/-- The transfer operators are constants of the motion of the isotropic oscillator. -/
theorem hamiltonian_comm_transfer {a b : ι → A} (h : BosonModes a b) (ω : ℝ) (k l : ι) :
    hamiltonian ω a b * transfer a b k l = transfer a b k l * hamiltonian ω a b := by
  have e : ∀ i, b i * a i + a i * b i = (2 : ℂ) • transfer a b i i + (1 : A) := by
    intro i
    have hi := sub_eq_iff_eq_add'.mp (h.ab i i)
    rw [if_pos rfl] at hi
    rw [hi, two_smul, transfer]
    abel
  -- the Hamiltonian is `ω (N + d / 2)`
  have hH : hamiltonian ω a b =
      (ω : ℂ) • (number a b + ((Fintype.card ι : ℂ) / 2) • (1 : A)) := by
    rw [hamiltonian, Finset.sum_congr rfl (fun i _ => e i), Finset.sum_add_distrib,
      ← Finset.smul_sum, Finset.sum_const, Finset.card_univ,
      ← Nat.cast_smul_eq_nsmul ℂ, number]
    module
  rw [hH, smul_mul_assoc, mul_smul_comm, add_mul, mul_add, number_comm_transfer h,
    smul_mul_assoc, mul_smul_comm, one_mul, mul_one]
```

For the Casimir identity, `e` is the relation between E_ij E_ji and E_ii E_jj, and `hNN` expands N² as a double sum. `Fintype.card ι` is d.

```lean
/-- The quadratic Casimir operator of `gl(d)` is a function of the number operator:
`∑ E_ij E_ji = N² + (d - 1) N`. -/
theorem casimir_eq {a b : ι → A} (h : BosonModes a b) :
    ∑ i, ∑ j, transfer a b i j * transfer a b j i =
      number a b * number a b + ((Fintype.card ι : ℂ) - 1) • number a b := by
  have e : ∀ i j, transfer a b i j * transfer a b j i =
      transfer a b i i * transfer a b j j + transfer a b i i -
        if i = j then transfer a b i j else 0 := by
    intro i j
    rw [transfer_mul_transfer h i j j i, transfer_mul_transfer h i i j j,
      if_pos (rfl : j = j), h.aa j i]
    abel
  have hNN : number a b * number a b =
      ∑ i, ∑ j, transfer a b i i * transfer a b j j := by
    simp only [number, Finset.sum_mul_sum]
  rw [Finset.sum_congr rfl (fun i _ => Finset.sum_congr rfl (fun j _ => e i j)), hNN]
  simp only [Finset.sum_sub_distrib, Finset.sum_add_distrib, Finset.sum_const,
    Finset.card_univ, Finset.sum_ite_eq, Finset.mem_univ, if_true, ← Finset.smul_sum,
    ← Nat.cast_smul_eq_nsmul ℂ, number]
  module
```

## Position, momentum and rotations

Position and momentum are dimensionless, measured in the oscillator's natural units.

```lean
/-- The dimensionless position `x_i = (b_i + a_i) / √2`. -/
def position (a b : ι → A) (i : ι) : A := ((√2 : ℝ) : ℂ)⁻¹ • (b i + a i)

/-- The dimensionless momentum `p_i = I (b_i - a_i) / √2`, with `I` the imaginary unit. -/
def momentum (a b : ι → A) (i : ι) : A := (Complex.I * ((√2 : ℝ) : ℂ)⁻¹) • (b i - a i)
```

The angular momentum has two indices, which name a plane and make sense in any dimension.

```lean
/-- The angular momentum `L_ij = x_i p_j - x_j p_i` in the plane of axes `i` and `j`. -/
def angular (a b : ι → A) (i j : ι) : A :=
  position a b i * momentum a b j - position a b j * momentum a b i

/-- The total squared angular momentum; the factor one half counts each plane once. -/
def angularSq (a b : ι → A) : A :=
  (1 / 2 : ℂ) • ∑ i, ∑ j, angular a b i j * angular a b i j
```

The proof of the next theorem treats i = j separately. Otherwise `hs` evaluates the prefactor I/2, `h1` and `h2` reorder operators of different modes, and `module` collects the terms.

```lean
omit [Fintype ι] in
/-- Angular momentum is the antisymmetric part of the transfer operators: `L_ij = -I (E_ij - E_ji)`,
with `I` the imaginary unit. -/
theorem angular_eq {a b : ι → A} (h : BosonModes a b) (i j : ι) :
    angular a b i j = (-Complex.I) • (transfer a b i j - transfer a b j i) := by
  rcases eq_or_ne i j with rfl | hij
  · simp [angular]
  have hs : ((√2 : ℝ) : ℂ)⁻¹ * (Complex.I * ((√2 : ℝ) : ℂ)⁻¹) = Complex.I / 2 := by
    have h2 : ((√2 : ℝ) : ℂ) * ((√2 : ℝ) : ℂ) = 2 := by
      rw [← Complex.ofReal_mul, Real.mul_self_sqrt (by norm_num)]
      norm_num
    rw [mul_left_comm, ← mul_inv, h2, div_eq_mul_inv]
  have h1 : a i * b j = b j * a i := by
    have := h.ab i j
    rwa [if_neg hij, sub_eq_zero] at this
  have h2 : a j * b i = b i * a j := by
    have := h.ab j i
    rwa [if_neg hij.symm, sub_eq_zero] at this
  simp only [angular, position, momentum, smul_mul_smul_comm, hs, transfer]
  simp only [add_mul, mul_sub]
  rw [h1, h2, h.bb j i, h.aa j i]
  module
```

In the general formula for L², `hp` expands L_ij² and `hq` evaluates Σ_ij E_ij². The equalities `c1` and `c2` exchange the summation indices, after which the Casimir identity applies.

```lean
/-- In `d` dimensions the squared angular momentum is
`L² = N² + (d - 2) N - (b · b)(a · a)`. -/
theorem angularSq_eq {a b : ι → A} (h : BosonModes a b) :
    angularSq a b = number a b * number a b +
      ((Fintype.card ι : ℂ) - 2) • number a b - pair b * pair a := by
  have hp : ∀ i j, angular a b i j * angular a b i j =
      transfer a b i j * transfer a b j i + transfer a b j i * transfer a b i j -
        transfer a b i j * transfer a b i j - transfer a b j i * transfer a b j i := by
    intro i j
    rw [angular_eq h, smul_mul_smul_comm, neg_mul_neg, Complex.I_mul_I, neg_one_smul,
      sub_mul, mul_sub, mul_sub]
    abel
  -- the squares of the transfer operators sum to `(b · b)(a · a) + N`
  have hq : ∑ i, ∑ j, transfer a b i j * transfer a b i j =
      pair b * pair a + number a b := by
    rw [Finset.sum_congr rfl (fun i _ => Finset.sum_congr rfl
      (fun j _ => transfer_mul_transfer h i j i j))]
    simp only [Finset.sum_add_distrib, Finset.sum_ite_eq', Finset.mem_univ, if_true,
      pair, number, Finset.sum_mul_sum]
  have c1 : ∑ i, ∑ j, transfer a b j i * transfer a b i j =
      ∑ i, ∑ j, transfer a b i j * transfer a b j i := Finset.sum_comm
  have c2 : ∑ i, ∑ j, transfer a b j i * transfer a b j i =
      ∑ i, ∑ j, transfer a b i j * transfer a b i j := Finset.sum_comm
  rw [angularSq, Finset.sum_congr rfl (fun i _ => Finset.sum_congr rfl (fun j _ => hp i j))]
  simp only [Finset.sum_sub_distrib, Finset.sum_add_distrib]
  rw [c1, c2, casimir_eq h, hq]
  module
```

In three dimensions the axes x, y, z are numbered 0, 1, 2, so L_x, L_y, L_z are L_12, L_20, L_01. The proof uses antisymmetry to reduce the double sum to these three squares.

```lean
/-- In three dimensions `L_x² + L_y² + L_z² = N (N + 1) - (b · b)(a · a)`. -/
theorem angular_sq_three {a b : Fin 3 → A} (h : BosonModes a b) :
    angular a b 1 2 * angular a b 1 2 + angular a b 2 0 * angular a b 2 0 +
      angular a b 0 1 * angular a b 0 1 =
      number a b * (number a b + 1) - pair b * pair a := by
  have anti : ∀ i j, angular a b i j = -angular a b j i := fun i j => (neg_sub _ _).symm
  have self : ∀ i, angular a b i i = 0 := fun i => sub_self _
  have hs : angularSq a b = angular a b 1 2 * angular a b 1 2 +
      angular a b 2 0 * angular a b 2 0 + angular a b 0 1 * angular a b 0 1 := by
    simp only [angularSq, Fin.sum_univ_three, self, anti 1 0, anti 2 1, anti 0 2,
      neg_mul_neg, mul_zero]
    module
  have h3 : ((3 : ℕ) : ℂ) - 2 = 1 := by norm_num
  rw [← hs, angularSq_eq h, Fintype.card_fin, h3, one_smul, mul_add, mul_one]
```

States enter as elements of a module `M` on which the operators act, compatibly with multiplication by complex numbers. The theorem assumes that `v` has n quanta and is annihilated by a·a; it does not construct such a state or derive the spectrum of N. The proof applies the operator identity to `v` and substitutes the two assumptions.

```lean
/-- A three-dimensional oscillator state with `n` quanta that is annihilated by `a · a`
satisfies `L² v = n (n + 1) v`. -/
theorem angular_sq_of_pair_free {M : Type*} [AddCommGroup M] [Module ℂ M] [Module A M]
    [IsScalarTower ℂ A M] {a b : Fin 3 → A} (h : BosonModes a b) (n : ℕ) (v : M)
    (hN : number a b • v = (n : ℂ) • v) (hv : pair a • v = 0) :
    (angular a b 1 2 * angular a b 1 2 + angular a b 2 0 * angular a b 2 0 +
      angular a b 0 1 * angular a b 0 1) • v = ((n : ℂ) * (n + 1)) • v := by
  rw [angular_sq_three h, sub_smul, mul_smul (number a b) (number a b + 1) v, add_smul,
    one_smul, hN, mul_smul (pair b) (pair a) v, hv, smul_zero, sub_zero, smul_add,
    smul_algebra_smul_comm, hN]
  module
```

## Polynomials as oscillator states

The commutators are realised on complex polynomials in three variables X_0, X_1, X_2, with a_i = ∂/∂X_i and b_i multiplication by X_i. For the commuting derivatives, the proof notes that the commutator of two derivations is again a derivation, and that this one vanishes on every variable. The mixed relation is the product rule: ∂_i(X_j p) − X_j ∂_i p = δ_ij p.

```lean
/-- On complex polynomials in three variables, the partial derivatives and the
multiplications by the variables form three bosonic modes. -/
theorem bosonModes_witness :
    BosonModes (A := Module.End ℂ (MvPolynomial (Fin 3) ℂ))
      (fun i => (MvPolynomial.pderiv i).toLinearMap)
      (fun i => LinearMap.mulLeft ℂ (MvPolynomial.X i)) where
  aa i j := by
    -- the commutator of two derivations is a derivation that vanishes on the variables
    have hD : ⁅(MvPolynomial.pderiv i :
          Derivation ℂ (MvPolynomial (Fin 3) ℂ) (MvPolynomial (Fin 3) ℂ)),
        (MvPolynomial.pderiv j :
          Derivation ℂ (MvPolynomial (Fin 3) ℂ) (MvPolynomial (Fin 3) ℂ))⁆ = 0 := by
      apply MvPolynomial.derivation_ext
      intro k
      rw [Derivation.commutator_apply, MvPolynomial.pderiv_X, MvPolynomial.pderiv_X]
      simp only [Pi.single_apply]
      split_ifs <;> simp
    refine LinearMap.ext fun p => ?_
    have hp := congrArg (fun D => D p) hD
    simp only [Derivation.commutator_apply, Derivation.zero_apply] at hp
    exact sub_eq_zero.mp hp
  bb i j := by
    refine LinearMap.ext fun p => ?_
    exact mul_left_comm (MvPolynomial.X i) (MvPolynomial.X j) p
  ab i j := by
    refine LinearMap.ext fun p => ?_
    change MvPolynomial.pderiv i (MvPolynomial.X j * p) -
      MvPolynomial.X j * MvPolynomial.pderiv i p = _
    rw [Derivation.leibniz, MvPolynomial.pderiv_X]
    rcases eq_or_ne i j with rfl | hij
    · simp
    · simp [hij, hij.symm]

end

end IsotropicOscillatorSymmetry
```

```lean
#print axioms IsotropicOscillatorSymmetry.hamiltonian_comm_transfer
#print axioms IsotropicOscillatorSymmetry.angular_sq_of_pair_free
```

```
'IsotropicOscillatorSymmetry.hamiltonian_comm_transfer' depends on axioms: [propext, Classical.choice, Quot.sound]
'IsotropicOscillatorSymmetry.angular_sq_of_pair_free' depends on axioms: [propext, Classical.choice, Quot.sound]
```

## Two quanta without angular momentum

The same polynomials show what goes wrong if the condition (a·a)v = 0 is dropped. Take

v = X_0² + X_1² + X_2².

It is homogeneous of degree 2, so Nv = 2v and n(n + 1) = 6. But a·a is the Laplacian, and (a·a)v = 6 is not zero. Hence

L²v = 6v − (b·b)6 = 6v − 6v = 0.

By contrast, X_0 X_1 also has two quanta but is annihilated by the Laplacian, and L² multiplies it by 6. A transfer operator connects the two states: E_01 acts as X_0 ∂/∂X_1, so E_01 v = 2X_0 X_1.

Here X_i stands for the creation operator b_i, not for a position coordinate. If the same polynomial is instead read in Cartesian coordinates, x² + y² + z² is the polynomial factor of the s-type combination contained in the six Cartesian d-type Gaussians with a common exponent on one centre. That function is not the oscillator state v, whose wavefunction in the dimensionless coordinates is proportional to (r² − 3/2) exp(−r²/2).
